# An invertible pivot block turns n columns of a rank-n density projector into orthonormal occupied orbitals

## Can a few columns of the density matrix replace the occupied orbitals?

Take two sites and one electron in the bonding orbital. The density matrix is

\[
P=\begin{pmatrix}1/2&1/2\\1/2&1/2\end{pmatrix}.
\]

Its first column, \((1/2,1/2)^T\), has squared norm \(1/2\), which is also the diagonal entry of \(P\) at the first site. Dividing the column by \(\sqrt{1/2}\) gives \(Y=(1,1)^T/\sqrt2\). This is the normalised bonding orbital, and \(YY^*=P\).

I believe the same happens with \(n\) occupied orbitals. Some set \(I\) of \(n\) basis indices makes the block \(P[I,I]\) invertible, and for any such set \(Y=P[:,I]\,P[I,I]^{-1/2}\) is orthonormal and gives back \(P\). Could someone show me each step, together with a proof that a machine has checked?

## The pivot block is the overlap matrix of the selected columns

Yes, this holds for every Hermitian projector \(P\) of rank \(n\) in a finite orthonormal basis. Let \(\mu\) label the basis functions, and let \(s(i)\), with \(i=0,\dots,n-1\), list the chosen indices, called pivots. Write

\[
C_{\mu i}=P_{\mu,s(i)},\qquad A_{ij}=P_{s(i),s(j)}
\]

for the selected columns and the pivot block. Since \(P^*=P\) and \(P^2=P\),

\[
(C^*C)_{ij}=\sum_\mu P_{s(i),\mu}P_{\mu,s(j)}=P_{s(i),s(j)}=A_{ij}.
\]

The matrix \(PC\) consists of the selected columns of \(P^2=P\), so \(PC=C\) as well.

**Suitable pivots exist.** Because \(P\) has rank \(n\), it has \(n\) linearly independent columns. Let \(s\) list them. If \(Av=0\), then \(\|Cv\|^2=v^*C^*Cv=v^*Av=0\), so \(Cv=0\), and independence gives \(v=0\). Hence \(\det A\neq0\).

**The inverse square root.** Now let \(s\) be any selection with \(\det A\ne0\). As \(A=C^*C\), its eigenvalues \(a_i\) are nonnegative. Their product is \(\det A\), so none of them vanishes. With \(A=U\,\mathrm{diag}(a_i)\,U^*\) and \(U\) unitary, set

\[
W=U\,\mathrm{diag}(a_i^{-1/2})\,U^*.
\]

Then \(W^*=W\), and

\[
WW^*A=U\,\mathrm{diag}(a_i^{-1/2}a_i^{-1/2}a_i)\,U^*=1.
\]

**Orthonormality.** Put \(Y=CW\). Then \(Y^*Y=W^*C^*CW=W^*AW\). The identity \(W(W^*A)=1\) says that \(W^*A\) is a right inverse of the square matrix \(W\). It is therefore also a left inverse, so \(W^*AW=1\).

**Completeness.** From \(PC=C\) we get \(PY=Y\), and the adjoint of this is \(Y^*P=Y^*\). Let \(Q=YY^*\). Then \(PQ=QP=Q\), and \(Q^2=Y(Y^*Y)Y^*=Q\). The remainder \(R=P-Q\) is Hermitian and satisfies

\[
R^2=P^2-PQ-QP+Q^2=P-Q-Q+Q=R.
\]

A projector acts as the identity on its range and as zero on its kernel, so its trace is its rank and \(\operatorname{tr}P=n\). Also \(\operatorname{tr}Q=\operatorname{tr}(Y^*Y)=n\). Therefore

\[
\sum_{\mu\nu}|R_{\mu\nu}|^2=\operatorname{tr}(R^*R)=\operatorname{tr}R=0,
\]

which forces \(R=0\), that is, \(YY^*=P\).

For a single Slater determinant in a finite orthonormal basis, one-particle expectation values are therefore the same whether they are computed from \(P\) or from these orbitals.

## What the Lean theorem says about P and its pivots

The main theorem is `selected_columns_density_matrix`. Its hypothesis, `IsDensityProjector P n`, has three fields:

- `herm` says that \(P\) is Hermitian.
- `idem` says that \(P^2=P\). Physically, every natural orbital is either filled or empty.
- `rank_eq` says that the rank is \(n\), the number of occupied orbitals.

The type `m` is the finite set of basis functions or grid points. A selection is a function `s : Fin n → m`, so the pivots come in an order and are counted from zero. The objects \(C\), \(A\) and \(Y\) are `selectedColumns P s`, `pivotBlock P s` and `scdmOrbitals h.herm s`, and `ᴴ` is the conjugate transpose.

The conclusion has two parts. First, there is an injective `s`, meaning \(n\) distinct pivots, with a nonzero determinant of the pivot block. Second, for every `s` with a nonzero determinant, \(Y^*Y=1\) and \(YY^*=P\). The second part does not need to ask for distinct pivots, because a repeated pivot would give \(A\) two equal rows and a zero determinant.

The function `invSqrt` accepts any Hermitian matrix, but it is a true inverse square root only when all eigenvalues are positive. The proof establishes this for the pivot block.

Several conventions limit the scope:

- The overlap of two orbitals is the plain sum \(\sum_\mu \overline{x_\mu}\,y_\mu\), so the basis is orthonormal. Atomic orbitals with an overlap matrix must be orthogonalised first, and orbital values on a grid must be multiplied by the square root of the integration weight.
- Occupations are 0 or 1. A closed-shell density matrix with occupations of 2 has to be halved, while fractional occupations and correlated one-particle density matrices do not satisfy `idem`.
- The pivots are given, not computed. The method known as selected columns of the density matrix also picks them, usually by a pivoted QR factorisation, with the aim of obtaining localised orbitals. The theorem concerns the algebra after that choice and says nothing about localisation.
- A nonzero determinant still allows eigenvalues of \(A\) very close to zero. In floating-point work such a nearly singular block amplifies rounding errors, so the quality of the pivots matters in practice.

## The complete file

```lean
import Mathlib

open Matrix
open scoped ComplexOrder

namespace SelectedColumnsDensityMatrix

noncomputable section

variable {m : Type*} [Fintype m] [DecidableEq m] {n : ℕ}

/-- A density matrix of `n` occupied orbitals: a Hermitian projector of rank `n`. -/
structure IsDensityProjector (P : Matrix m m ℂ) (n : ℕ) : Prop where
  herm : P.IsHermitian
  idem : P * P = P
  rank_eq : P.rank = n

/-- The selected columns `P[:,I]`, with the pivots `I` listed by `s`. -/
def selectedColumns (P : Matrix m m ℂ) (s : Fin n → m) : Matrix m (Fin n) ℂ :=
  P.submatrix id s

/-- The pivot block `P[I,I]`. -/
def pivotBlock (P : Matrix m m ℂ) (s : Fin n → m) : Matrix (Fin n) (Fin n) ℂ :=
  P.submatrix s s

/-- The inverse square root of a Hermitian matrix with positive eigenvalues, formed from its
eigenvectors and the reciprocal square roots of its eigenvalues. -/
def invSqrt {A : Matrix (Fin n) (Fin n) ℂ} (hA : A.IsHermitian) : Matrix (Fin n) (Fin n) ℂ :=
  (hA.eigenvectorUnitary : Matrix (Fin n) (Fin n) ℂ) *
    diagonal (fun i => (((√(hA.eigenvalues i))⁻¹ : ℝ) : ℂ)) *
    (hA.eigenvectorUnitary : Matrix (Fin n) (Fin n) ℂ)ᴴ

/-- The orbitals `Y = P[:,I] P[I,I]^(-1/2)`, for a Hermitian `P` whose pivot block has positive
eigenvalues. -/
def scdmOrbitals {P : Matrix m m ℂ} (hP : P.IsHermitian) (s : Fin n → m) :
    Matrix m (Fin n) ℂ :=
  selectedColumns P s * invSqrt (A := pivotBlock P s) (hP.submatrix s)

/-- The inverse square root is Hermitian. -/
theorem invSqrt_isHermitian {A : Matrix (Fin n) (Fin n) ℂ} (hA : A.IsHermitian) :
    (invSqrt hA)ᴴ = invSqrt hA := by
  have hd : (diagonal (fun i => (((√(hA.eigenvalues i))⁻¹ : ℝ) : ℂ)))ᴴ =
      diagonal (fun i => (((√(hA.eigenvalues i))⁻¹ : ℝ) : ℂ)) := by
    rw [diagonal_conjTranspose]
    congr 1
    funext i
    exact Complex.conj_ofReal _
  unfold invSqrt
  rw [conjTranspose_mul, conjTranspose_mul, conjTranspose_conjTranspose, hd, Matrix.mul_assoc]

/-- For a positive semidefinite matrix `A` with nonzero determinant,
`A^(-1/2) A^(-1/2) A = 1`. -/
theorem invSqrt_mul_self_mul {A : Matrix (Fin n) (Fin n) ℂ} (hA : A.PosSemidef)
    (hdet : A.det ≠ 0) : invSqrt hA.isHermitian * invSqrt hA.isHermitian * A = 1 := by
  have key : ∀ U E D : Matrix (Fin n) (Fin n) ℂ, Uᴴ * U = 1 → U * Uᴴ = 1 → E * E * D = 1 →
      (U * E * Uᴴ) * (U * E * Uᴴ) * (U * D * Uᴴ) = 1 := by
    intro U E D hU hU' hE
    calc (U * E * Uᴴ) * (U * E * Uᴴ) * (U * D * Uᴴ)
        = U * (E * (Uᴴ * U) * E * (Uᴴ * U) * D) * Uᴴ := by simp only [Matrix.mul_assoc]
      _ = 1 := by simp only [hU, Matrix.mul_one, hE, hU']
  -- a nonzero determinant excludes zero eigenvalues
  have hpos : ∀ i, 0 < hA.isHermitian.eigenvalues i := by
    intro i
    refine lt_of_le_of_ne (hA.eigenvalues_nonneg i) fun h0 => hdet ?_
    rw [hA.isHermitian.det_eq_prod_eigenvalues]
    exact Finset.prod_eq_zero (Finset.mem_univ i) (by rw [← h0]; simp)
  have hs := hA.isHermitian.spectral_theorem
  rw [Unitary.conjStarAlgAut_apply] at hs
  refine (congrArg (fun X => invSqrt hA.isHermitian * invSqrt hA.isHermitian * X) hs).trans
    (key _ _ _ (mem_unitaryGroup_iff'.mp hA.isHermitian.eigenvectorUnitary.2)
      (mem_unitaryGroup_iff.mp hA.isHermitian.eigenvectorUnitary.2) ?_)
  rw [diagonal_mul_diagonal, diagonal_mul_diagonal, ← diagonal_one]
  congr 1
  funext i
  have hr : (√(hA.isHermitian.eigenvalues i))⁻¹ * (√(hA.isHermitian.eigenvalues i))⁻¹ *
      hA.isHermitian.eigenvalues i = 1 := by
    rw [← mul_inv, Real.mul_self_sqrt (hpos i).le, inv_mul_cancel₀ (hpos i).ne']
  have hc := congrArg (fun x : ℝ => (x : ℂ)) hr
  simp only [Complex.ofReal_mul, Complex.ofReal_one] at hc
  exact hc

/-- The trace of an idempotent matrix is its rank. -/
theorem trace_eq_rank {P : Matrix m m ℂ} (h : P * P = P) : P.trace = (P.rank : ℂ) := by
  have hp : LinearMap.IsProj (LinearMap.range (toLin' P)) (toLin' P) :=
    ⟨fun x => ⟨x, rfl⟩, by
      rintro _ ⟨x, rfl⟩
      rw [toLin'_apply, toLin'_apply, mulVec_mulVec, h]⟩
  have ht := hp.trace
  rw [LinearMap.trace_eq_matrix_trace ℂ (Pi.basisFun ℂ m), LinearMap.toMatrix_eq_toMatrix',
    LinearMap.toMatrix'_toLin'] at ht
  exact ht

omit [DecidableEq m] in
/-- The overlap matrix of the selected columns of a density matrix is the pivot block. -/
theorem selectedColumns_overlap {P : Matrix m m ℂ} (h : IsDensityProjector P n)
    (s : Fin n → m) : (selectedColumns P s)ᴴ * selectedColumns P s = pivotBlock P s := by
  have h1 : (selectedColumns P s)ᴴ * selectedColumns P s = (Pᴴ * P).submatrix s s := by
    ext i j
    simp [selectedColumns, Matrix.mul_apply]
  rw [h1, h.herm.eq, h.idem]
  rfl

/-- If `n` orthonormal orbitals lie in the range of a density matrix of rank `n`, they
reproduce it: `Y Y* = P`. -/
theorem orthonormal_complete {P : Matrix m m ℂ} (h : IsDensityProjector P n)
    {Y : Matrix m (Fin n) ℂ} (hY : Yᴴ * Y = 1) (hPY : P * Y = Y) : Y * Yᴴ = P := by
  have hYP : Yᴴ * P = Yᴴ := by
    have := congrArg conjTranspose hPY
    rwa [conjTranspose_mul, h.herm.eq] at this
  have h1 : P * (Y * Yᴴ) = Y * Yᴴ := by rw [← Matrix.mul_assoc, hPY]
  have h2 : Y * Yᴴ * P = Y * Yᴴ := by rw [Matrix.mul_assoc, hYP]
  have h3 : Y * Yᴴ * (Y * Yᴴ) = Y * Yᴴ := by
    rw [Matrix.mul_assoc, ← Matrix.mul_assoc Yᴴ, hY, Matrix.one_mul]
  -- the remainder is a Hermitian projector of trace zero
  have hR : (P - Y * Yᴴ)ᴴ * (P - Y * Yᴴ) = P - Y * Yᴴ := by
    rw [conjTranspose_sub, conjTranspose_mul, conjTranspose_conjTranspose, h.herm.eq,
      Matrix.sub_mul, Matrix.mul_sub, Matrix.mul_sub, h.idem, h1, h2, h3, sub_self, sub_zero]
  have ht : ((P - Y * Yᴴ)ᴴ * (P - Y * Yᴴ)).trace = 0 := by
    rw [hR, trace_sub, trace_eq_rank h.idem, h.rank_eq, Matrix.trace_mul_comm, hY]
    simp
  exact (sub_eq_zero.mp (trace_conjTranspose_mul_self_eq_zero_iff.mp ht)).symm

/-- Any `W` with `W W* P[I,I] = 1` turns the selected columns of a density matrix into
orthonormal orbitals that reproduce it. -/
theorem orthogonalised_columns {P : Matrix m m ℂ} (h : IsDensityProjector P n) (s : Fin n → m)
    {W : Matrix (Fin n) (Fin n) ℂ} (hW : W * Wᴴ * pivotBlock P s = 1) :
    (selectedColumns P s * W)ᴴ * (selectedColumns P s * W) = 1 ∧
      (selectedColumns P s * W) * (selectedColumns P s * W)ᴴ = P := by
  have hY : (selectedColumns P s * W)ᴴ * (selectedColumns P s * W) = 1 := by
    rw [conjTranspose_mul, Matrix.mul_assoc, ← Matrix.mul_assoc (selectedColumns P s)ᴴ,
      selectedColumns_overlap h, ← Matrix.mul_assoc]
    rw [Matrix.mul_assoc] at hW
    exact mul_eq_one_comm.mp hW
  have hPC : P * selectedColumns P s = selectedColumns P s := by
    have h1 : P * selectedColumns P s = (P * P).submatrix id s := by
      ext i j
      simp [selectedColumns, Matrix.mul_apply]
    rw [h1, h.idem]
    rfl
  exact ⟨hY, orthonormal_complete h hY (by rw [← Matrix.mul_assoc, hPC])⟩

omit [DecidableEq m] in
/-- A density matrix of rank `n` has `n` distinct pivots with an invertible pivot block. -/
theorem exists_pivots {P : Matrix m m ℂ} (h : IsDensityProjector P n) :
    ∃ s : Fin n → m, Function.Injective s ∧ (pivotBlock P s).det ≠ 0 := by
  -- choose a maximal linearly independent family of columns
  obtain ⟨κ, a, ha, hspan, hli⟩ := exists_linearIndependent' ℂ P.col
  have : Finite κ := Finite.of_injective a ha
  have := Fintype.ofFinite κ
  have hc : Fintype.card κ = n := by
    rw [← finrank_span_eq_card hli, hspan, ← P.rank_eq_finrank_span_cols, h.rank_eq]
  have e : Fin n ≃ κ := (Fintype.equivFinOfCardEq hc).symm
  refine ⟨a ∘ e, ha.comp e.injective, fun hdet => ?_⟩
  obtain ⟨v, hv, hv0⟩ := Matrix.exists_mulVec_eq_zero_iff.mpr hdet
  rw [← selectedColumns_overlap h, conjTranspose_mul_self_mulVec_eq_zero] at hv0
  apply hv
  funext i
  refine Fintype.linearIndependent_iff.mp (hli.comp e e.injective) v ?_ i
  ext j
  have hj := congrFun hv0 j
  simpa [selectedColumns, Matrix.mulVec, dotProduct, mul_comm, Finset.sum_apply] using hj

/-- Selected columns of the density matrix: a Hermitian projector `P` of rank `n` has `n` distinct
pivots with `P[I,I]` invertible, and for all such pivots `Y = P[:,I] P[I,I]^(-1/2)` satisfies
`Y* Y = 1` and `Y Y* = P`. -/
theorem selected_columns_density_matrix {P : Matrix m m ℂ} (h : IsDensityProjector P n) :
    (∃ s : Fin n → m, Function.Injective s ∧ (pivotBlock P s).det ≠ 0) ∧
    ∀ s : Fin n → m, (pivotBlock P s).det ≠ 0 →
      (scdmOrbitals h.herm s)ᴴ * scdmOrbitals h.herm s = 1 ∧
      scdmOrbitals h.herm s * (scdmOrbitals h.herm s)ᴴ = P := by
  refine ⟨exists_pivots h, fun s hs => ?_⟩
  have hpsd : (pivotBlock P s).PosSemidef := by
    rw [← selectedColumns_overlap h]
    exact posSemidef_conjTranspose_mul_self _
  have hW : invSqrt hpsd.isHermitian * (invSqrt hpsd.isHermitian)ᴴ * pivotBlock P s = 1 := by
    rw [invSqrt_isHermitian]
    exact invSqrt_mul_self_mul hpsd hs
  exact orthogonalised_columns h s hW


/-- The two-site matrix with all entries `1/2` is a density matrix of one occupied orbital, and
its first site is a pivot with an invertible block. -/
theorem isDensityProjector_witness :
    IsDensityProjector (!![1/2, 1/2; 1/2, 1/2] : Matrix (Fin 2) (Fin 2) ℂ) 1 ∧
    (pivotBlock (!![1/2, 1/2; 1/2, 1/2] : Matrix (Fin 2) (Fin 2) ℂ)
      (fun _ : Fin 1 => 0)).det ≠ 0 := by
  have hi : (!![1/2, 1/2; 1/2, 1/2] : Matrix (Fin 2) (Fin 2) ℂ) * !![1/2, 1/2; 1/2, 1/2] =
      !![1/2, 1/2; 1/2, 1/2] := by
    ext i j
    fin_cases i <;> fin_cases j <;> norm_num [Matrix.mul_apply, Fin.sum_univ_succ]
  refine ⟨⟨?_, hi, ?_⟩, ?_⟩
  · ext i j
    fin_cases i <;> fin_cases j <;> simp
  · have ht := trace_eq_rank hi
    rw [trace_fin_two] at ht
    norm_num at ht
    exact_mod_cast ht.symm
  · simp [pivotBlock, Matrix.det_unique]

end

end SelectedColumnsDensityMatrix
```

```lean
#print axioms SelectedColumnsDensityMatrix.selected_columns_density_matrix
-- 'SelectedColumnsDensityMatrix.selected_columns_density_matrix' depends on axioms: [propext, Classical.choice, Quot.sound]
```

## From column overlaps to a vanishing remainder

`selectedColumns_overlap` is the identity \(C^*C=A\). It recognises \(C^*C\) as the pivot block of \(P^*P\), then rewrites with hermiticity and idempotency.

`exists_pivots` takes a maximal linearly independent family of columns from `exists_linearIndependent'`. The family spans the column space, so it has \(n\) members, and they can be listed by `Fin n`. Were the determinant zero, `Matrix.exists_mulVec_eq_zero_iff` would supply a nonzero \(v\) with \(Av=0\). The overlap identity turns this into \(Cv=0\), which contradicts independence.

`invSqrt_isHermitian` gives \(W^*=W\), and `invSqrt_mul_self_mul` gives \(WWA=1\). In the latter, `hpos` shows that the eigenvalues are positive, since a zero eigenvalue would make the determinant vanish. The auxiliary statement `key` cancels the inner factors \(U^*U\), and the spectral theorem puts \(A\) into the form that `key` expects. What remains is the scalar identity \(a_i^{-1/2}a_i^{-1/2}a_i=1\).

`trace_eq_rank` regards \(P\) as a projection onto its range and uses Mathlib's trace formula for projections. `orthonormal_complete` is the completeness argument: `hR` is \(R^*R=R\), `ht` is the vanishing trace, and `trace_conjTranspose_mul_self_eq_zero_iff` concludes that \(R=0\).

`orthogonalised_columns` joins these parts for any \(W\) with \(WW^*A=1\), and `mul_eq_one_comm` is the step from a right inverse to a left inverse. This generality also covers Cholesky orthogonalisation: if \(A=LL^*\), then \(W=(L^*)^{-1}\) meets the condition. The orbitals may differ from the symmetric ones, but they reproduce the same \(P\).

The main theorem obtains positive semidefiniteness of \(A\) from \(A=C^*C\) and applies `orthogonalised_columns` with \(W=A^{-1/2}\).

Finally, `isDensityProjector_witness` returns to your two-site example. It confirms that the matrix is a density projector with \(n=1\), reading the rank off the trace, and that the first site has a nonzero pivot determinant. The main theorem therefore applies to it.
